# A self-inverse permutation that exchanges k pairs of sites moves 2k sites and has sign (−1)^k

Take a finite set of sites and a permutation σ of them that is its own inverse, so that each site either stays put or changes places with one other. The lemma says that if σ exchanges k pairs, then it moves exactly 2k sites and its sign is (−1)^k. The pairs may be any two distinct sites: no adjacency in a lattice or graph is assumed, and no Hamiltonian or state enters. The proof first counts the moved sites pair by pair, with two sites to each pair. It then gets the sign from the cycle type, in which every nontrivial cycle has length two.

Lean 4 with Mathlib refuses this proof:

```lean
import Mathlib

open Polynomial

namespace CardSupportAndSign

noncomputable section

variable {V : Type*} [Fintype V] [DecidableEq V] (G : SimpleGraph V) [DecidableRel G.Adj]

/-- The pairs `{σ i, i}` joined by a permutation of the sites, for the sites that move. -/
def bonds (σ : Equiv.Perm V) : Finset (Sym2 V) := σ.support.image fun i => s(σ i, i)

/-- A permutation that is its own inverse runs over each of its pairs exactly twice. -/
theorem card_fiber {σ : Equiv.Perm V} (hσ : ∀ i, σ (σ i) = i) {b : Sym2 V}
    (hb : b ∈ bonds σ) : (σ.support.filter fun i => s(σ i, i) = b).card = 2 := by
  obtain ⟨x, hx, rfl⟩ := Finset.mem_image.1 hb
  have hx := Equiv.Perm.mem_support.1 hx
  have h : (σ.support.filter fun i => s(σ i, i) = s(σ x, x)) = {x, σ x} := by
    ext i
    simp only [Finset.mem_filter, Equiv.Perm.mem_support, Finset.mem_insert,
      Finset.mem_singleton]
    constructor
    · rintro ⟨_, h⟩
      rcases Sym2.eq_iff.1 h with ⟨_, h⟩ | ⟨_, h⟩
      · exact Or.inl h
      · exact Or.inr h
    · rintro (rfl | rfl)
      · exact ⟨hx, rfl⟩
      · exact ⟨by rw [hσ]; exact Ne.symm hx, by rw [hσ]; exact Sym2.eq_swap⟩
  rw [h, Finset.card_pair (Ne.symm hx)]

/-- A permutation that is its own inverse and exchanges `k` pairs moves `2k` sites and has
sign `(-1)^k`. -/
theorem card_support_and_sign {σ : Equiv.Perm V} (hσ : ∀ i, σ (σ i) = i) :
    σ.support.card = 2 * (bonds σ).card ∧ Equiv.Perm.sign σ = (-1) ^ (bonds σ).card := by
  have h1 : σ.support.card = 2 * (bonds σ).card :=
    (Finset.card_eq_sum_card_image (fun i => s(σ i, i)) σ.support).trans
      ((Finset.sum_congr rfl fun b hb => card_fiber hσ hb).trans
        (by rw [Finset.sum_const, smul_eq_mul, mul_comm]; rfl))
  refine ⟨h1, ?_⟩
  -- all cycles have length two
  have h2 : σ ^ 2 = 1 := by
    ext i
    simp [pow_two, hσ]
  have hr := Multiset.eq_replicate_card.2 (Equiv.Perm.pow_prime_eq_one_iff.1 h2)
  have hs : σ.cycleType.sum = 2 * (bonds σ).card := σ.sum_cycleType.trans h1
  have hc : σ.cycleType.card = (bonds σ).card := by
    have h := hs
    rw [hr, Multiset.sum_replicate, smul_eq_mul] at h
    omega
  rw [Equiv.Perm.sign_of_cycleType, hs, hc, pow_add, pow_mul]
  simp

end

end CardSupportAndSign
```

Messages:

```
Main.lean:40:58: error: No goals to be solved
```

Cause. The message "No goals to be solved" points at the `rfl` after the semicolon, in the last step of the count `h1`. That step has to show that the constant 2, summed over the exchanged pairs, gives `2 * (bonds σ).card`. The rewrites turn the sum into a product and put its factors in the right order. `rw` then tries `rfl` by itself, and here that already closes the goal, so the written `rfl` has nothing left to prove and Lean reports an error. The mathematics of the step is sound.

The cure is the removal of `; rfl`. The diff also adds `bonds` to the list of rewrites, which unfolds the definition before `rw` makes its closing attempt. This does no harm but isn't needed, since the message shows that the shorter list had already finished the proof.

Lean accepts the file once it reads:

```diff
@@ -38,5 +38,5 @@
     (Finset.card_eq_sum_card_image (fun i => s(σ i, i)) σ.support).trans
       ((Finset.sum_congr rfl fun b hb => card_fiber hσ hb).trans
-        (by rw [Finset.sum_const, smul_eq_mul, mul_comm]; rfl))
+        (by rw [Finset.sum_const, smul_eq_mul, mul_comm, bonds]))
   refine ⟨h1, ?_⟩
   -- all cycles have length two
```
